# Paired Lindblad dissipators with $sL = rLs$: self-adjointness and nonpositivity in the $s$-weighted inner product

## A qubit with two jump rates

Take a two-level system with states $|0\rangle, |1\rangle$, a number $r>0$, the weight $s=\operatorname{diag}(r,1)$ and the jump operator $L=|0\rangle\langle 1|$. Then $sL=r|0\rangle\langle1|$ and $Ls=|0\rangle\langle1|$, so $sL=rLs$. An observable $X$ evolves under the adjoint (Heisenberg-picture) dissipator

$$D_L(X)=L^\dagger XL-\tfrac12\{L^\dagger L,X\},$$

and we add the reverse jump at rate $1/r$, setting $G=D_L+r^{-1}D_{L^\dagger}$. Entry by entry,

$$G(X)_{00}=\tfrac1r(X_{11}-X_{00}),\qquad G(X)_{11}=X_{00}-X_{11},\qquad G(X)_{ij}=-\tfrac12\big(1+\tfrac1r\big)X_{ij}\quad(i\ne j).$$

The system jumps $1\to0$ at rate $1$ and $0\to1$ at rate $1/r$. The normalised state $s/(1+r)$ has populations $p_0=r/(1+r)$ and $p_1=1/(1+r)$, and the two fluxes $p_1\cdot1$ and $p_0/r$ are equal. With $\langle X,Y\rangle_s=\operatorname{Tr}(sX^\dagger Y)=\sum_{ij}s_{jj}\overline{X_{ij}}Y_{ij}$ one finds

$$\langle X,GY\rangle_s=-\overline{(X_{00}-X_{11})}\,(Y_{00}-Y_{11})-\tfrac12\big(1+\tfrac1r\big)\big(\overline{X_{01}}Y_{01}+r\,\overline{X_{10}}Y_{10}\big).$$

The weight $r$ of level $0$ cancels the rate $1/r$, which leaves a Hermitian form. At $Y=X$ it is nonpositive and vanishes only for multiples of the identity.

## The general claim and the Dirichlet form

Let $s$ and $L$ be complex square matrices of the same finite size, with $s$ positive definite and $sL=rLs$ for a real $r>0$. Define $D_L$, $G$ and $\langle\cdot,\cdot\rangle_s$ as above. Then $\langle GX,Y\rangle_s=\langle X,GY\rangle_s$ for all $X,Y$, the number $\langle X,GX\rangle_s$ is real and nonpositive, and it is zero exactly when $X$ commutes with $L$ and $L^\dagger$.

The relation $sL=rLs$ says that $L$ is an eigenoperator of conjugation by $s$. If $s\propto e^{-\beta H}$ is the Gibbs weight of a Hamiltonian $H$ at inverse temperature $\beta$, and $L$ lowers the energy by $\omega$, meaning $[H,L]=-\omega L$, then $sLs^{-1}=e^{\beta\omega}L$. Thus $r=e^{\beta\omega}$, and $1/r$ is the Boltzmann ratio of the upward to the downward rate.

Write $\tau(A)=\operatorname{Tr}(sA)$ for a matrix $A$. Cyclicity and $Ls=r^{-1}sL$ give $\tau(AL)=\operatorname{Tr}(LsA)=r^{-1}\tau(LA)$. Since $s$ is Hermitian and $r$ is real, the adjoint of the hypothesis is $L^\dagger s=r\,sL^\dagger$, so $\tau(AL^\dagger)=\operatorname{Tr}(L^\dagger sA)=r\,\tau(L^\dagger A)$. The two rules are

$$\tau(AL)=r^{-1}\tau(LA),\qquad \tau(L^\dagger A)=r^{-1}\tau(AL^\dagger).$$

Expanding the generator gives six terms,

$$\langle X,GY\rangle_s=\tau(X^\dagger L^\dagger YL)-\tfrac12\tau(X^\dagger L^\dagger LY)-\tfrac12\tau(X^\dagger YL^\dagger L)+r^{-1}\big[\tau(X^\dagger LYL^\dagger)-\tfrac12\tau(X^\dagger LL^\dagger Y)-\tfrac12\tau(X^\dagger YLL^\dagger)\big].$$

With $[L,X]^\dagger=X^\dagger L^\dagger-L^\dagger X^\dagger$ and $[L^\dagger,X]^\dagger=X^\dagger L-LX^\dagger$, two commutator products give four terms each,

$$P=\langle[L,X],[L,Y]\rangle_s=\tau(X^\dagger L^\dagger LY)-\tau(X^\dagger L^\dagger YL)-\tau(L^\dagger X^\dagger LY)+\tau(L^\dagger X^\dagger YL),$$

$$Q=\langle[L^\dagger,X],[L^\dagger,Y]\rangle_s=\tau(X^\dagger LL^\dagger Y)-\tau(X^\dagger LYL^\dagger)-\tau(LX^\dagger L^\dagger Y)+\tau(LX^\dagger YL^\dagger).$$

The last two terms of each line do not begin with $X^\dagger$, and the rules convert them:

$$\begin{aligned}(a)\;\;&\tau(X^\dagger L^\dagger YL)=r^{-1}\tau(LX^\dagger L^\dagger Y), &(b)\;\;&\tau(X^\dagger YL^\dagger L)=r^{-1}\tau(LX^\dagger YL^\dagger),\\(d)\;\;&\tau(L^\dagger X^\dagger LY)=r^{-1}\tau(X^\dagger LYL^\dagger), &(e)\;\;&\tau(L^\dagger X^\dagger YL)=r^{-1}\tau(X^\dagger YLL^\dagger).\end{aligned}$$

In $-\tfrac12(P+r^{-1}Q)$, relation $(a)$ supplies the second half of $\tau(X^\dagger L^\dagger YL)$ and $(d)$ the second half of $r^{-1}\tau(X^\dagger LYL^\dagger)$, while $(b)$ and $(e)$ supply the two terms containing $X^\dagger Y$. The terms with $X^\dagger L^\dagger LY$ and $X^\dagger LL^\dagger Y$ match as they stand. Hence

$$\langle X,GY\rangle_s=-\tfrac12\Big(\langle[L,X],[L,Y]\rangle_s+r^{-1}\langle[L^\dagger,X],[L^\dagger,Y]\rangle_s\Big).$$

Setting $X=1$ removes both commutators and gives $\operatorname{Tr}(s\,G(Y))=0$ for all $Y$, the stationarity of $s$.

Two properties of the inner product finish the argument. It is conjugate symmetric, because $\overline{\operatorname{Tr}(sX^\dagger Y)}=\operatorname{Tr}(Y^\dagger Xs)=\langle Y,X\rangle_s$. It is positive definite, because $\langle X,X\rangle_s=\operatorname{Tr}(XsX^\dagger)=\sum_i v_i^\dagger s\,v_i$, where the column vector $v_i$ is the complex conjugate of row $i$ of $X$. Now $\langle GX,Y\rangle_s=\overline{\langle Y,GX\rangle_s}$. Applying the identity to $\langle Y,GX\rangle_s$ and conjugating swaps the arguments of both inner products and leaves the real coefficients alone, which reproduces $\langle X,GY\rangle_s$. At $Y=X$ the right side is $-\tfrac12$ times a sum of two nonnegative numbers, and it vanishes only if $[L,X]=0$ and $[L^\dagger,X]=0$. For a finite family $L_k$ with $sL_k=r_kL_ks$ and $r_k>0$ the forms add, and a sum of nonpositive terms vanishes only when each term does.

This structure occurs in the dissipative part of a Markovian thermal master equation for a finite-level system whose jump operators each carry a single transition energy. A self-adjoint nonpositive $G$ has real nonpositive eigenvalues, so under $G$ alone observables relax without oscillation. The entrywise qubit formulas, the Gibbs reading of $r$ and this statement about eigenvalues appear in none of the Lean theorems below.

## Operators, inner product and generator in Lean

Operators are matrices `Matrix n n ℂ` over an arbitrary finite index type `n`. The scope `ComplexOrder` fixes the meaning of inequalities between complex numbers: $z\le0$ says that $z$ is real and nonpositive, and $0<z$ that it is real and positive.

```lean
import Mathlib

open Matrix
open scoped ComplexOrder

namespace QuantumDetailedBalance

noncomputable section

variable {n : Type*} [Fintype n] [DecidableEq n]
```

The form `gns s X Y` is $\langle X,Y\rangle_s$, antilinear in $X$, with `Xᴴ` for $X^\dagger$. The name refers to the GNS inner product of a state, in which $s$ stands to one side of $X^\dagger Y$; the symmetrised weighting $\operatorname{Tr}(s^{1/2}X^\dagger s^{1/2}Y)$ is a different form and is not treated. No condition $\operatorname{Tr}s=1$ is imposed. Dividing $s$ by its trace preserves $sL=rLs$ and rescales the form by a positive constant.

```lean
/-- The `s`-weighted form `⟨X, Y⟩ₛ = Tr(s X† Y)` on operators. -/
def gns (s X Y : Matrix n n ℂ) : ℂ := trace (s * Xᴴ * Y)

/-- The commutator `[A, B] = A B - B A`. -/
def comm (A B : Matrix n n ℂ) : Matrix n n ℂ := A * B - B * A
```

The dissipator `dissAdj L X` is $D_L(X)$ at unit rate. A rate $\gamma>0$ is absorbed by replacing $L$ with $\sqrt\gamma\,L$, which obeys the same relation with $s$.

```lean
/-- The adjoint (Heisenberg-picture) dissipator `L† X L - ½ {L† L, X}`. -/
def dissAdj (L X : Matrix n n ℂ) : Matrix n n ℂ :=
  Lᴴ * X * L - (1 / 2 : ℂ) • (Lᴴ * L * X + X * (Lᴴ * L))
```

The paired generator `pairGen r L X` is $G(X)$, and `familyGen r L X` sums it over a finite index type `ι`, each `L k` with its own ratio `r k`. Neither contains a Hamiltonian term $i[H,X]$.

```lean
/-- The adjoint dissipator of `L` plus `1/r` times the adjoint dissipator of `L†`. -/
def pairGen (r : ℝ) (L X : Matrix n n ℂ) : Matrix n n ℂ :=
  dissAdj L X + (r : ℂ)⁻¹ • dissAdj Lᴴ X

/-- The sum of the paired dissipators of a finite family of jump operators `L k`
with ratios `r k`. -/
def familyGen {ι : Type*} [Fintype ι] (r : ι → ℝ) (L : ι → Matrix n n ℂ)
    (X : Matrix n n ℂ) : Matrix n n ℂ :=
  ∑ k, pairGen (r k) (L k) X
```

## Moving $L$ and $L^\dagger$ around the trace

The first rule needs only $r\neq0$ and the hypothesis `hL`, which is $sL=rLs$. The proof substitutes `hL` on the right, cycles $L$ to the front on the left with `trace_mul_comm`, and cancels $r^{-1}r$.

```lean
/-- If `s L = r L s` with `r ≠ 0`, then `Tr(s A L) = r⁻¹ Tr(s L A)`. -/
theorem trace_move {s L : Matrix n n ℂ} {r : ℝ} (hr : r ≠ 0)
    (hL : s * L = (r : ℂ) • (L * s)) (A : Matrix n n ℂ) :
    trace (s * A * L) = (r : ℂ)⁻¹ * trace (s * L * A) := by
  have hr' : (r : ℂ) ≠ 0 := by exact_mod_cast hr
  rw [hL, trace_mul_comm (s * A) L, smul_mul_assoc, trace_smul, smul_eq_mul,
    inv_mul_cancel_left₀ hr', mul_assoc L s A]
```

The second rule also uses that $s$ is Hermitian. Taking the adjoint of `hL` produces `hM`, the relation $L^\dagger s=r\,sL^\dagger$, where `Complex.conj_ofReal` expresses that $r$ is real.

```lean
/-- If `s` is Hermitian and `s L = r L s` with real `r ≠ 0`, then
`Tr(s L† A) = r⁻¹ Tr(s A L†)`. -/
theorem trace_move_adj {s L : Matrix n n ℂ} {r : ℝ} (hs : s.IsHermitian) (hr : r ≠ 0)
    (hL : s * L = (r : ℂ) • (L * s)) (A : Matrix n n ℂ) :
    trace (s * Lᴴ * A) = (r : ℂ)⁻¹ * trace (s * A * Lᴴ) := by
  have hr' : (r : ℂ) ≠ 0 := by exact_mod_cast hr
  -- the adjoint relation `L† s = r s L†`
  have hM := congrArg conjTranspose hL
  rw [conjTranspose_mul, conjTranspose_smul, conjTranspose_mul, hs.eq, Complex.star_def,
    Complex.conj_ofReal] at hM
  rw [trace_mul_comm (s * A) Lᴴ, ← mul_assoc Lᴴ s A, hM, smul_mul_assoc, trace_smul,
    smul_eq_mul, inv_mul_cancel_left₀ hr']
```

## Symmetry and positivity of the weighted form

Conjugate symmetry follows the one-line computation above; `star` on a complex number is conjugation.

```lean
omit [DecidableEq n] in
/-- For Hermitian `s` the form `Tr(s X† Y)` is conjugate symmetric. -/
theorem gns_star {s : Matrix n n ℂ} (hs : s.IsHermitian) (X Y : Matrix n n ℂ) :
    star (gns s X Y) = gns s Y X := by
  unfold gns
  rw [← trace_conjTranspose, conjTranspose_mul, conjTranspose_mul,
    conjTranspose_conjTranspose, hs.eq, ← mul_assoc Yᴴ X s, trace_mul_comm (Yᴴ * X) s,
    mul_assoc s Yᴴ X]
```

In `gns_pos` the vector `star (X i)` is $v_i$, and the equation `e` is the sum over rows. Every term is nonnegative, and a nonzero matrix has a nonzero row whose term is positive, which is what `Finset.sum_pos'` asks for.

```lean
omit [DecidableEq n] in
/-- For positive definite `s`, `Tr(s X† X)` is real and positive for every `X ≠ 0`. -/
theorem gns_pos {s : Matrix n n ℂ} (hs : s.PosDef) {X : Matrix n n ℂ} (hX : X ≠ 0) :
    0 < gns s X X := by
  have hp : ∀ v : n → ℂ, v ≠ 0 → 0 < star v ⬝ᵥ s *ᵥ v :=
    fun _ hv => hs.dotProduct_mulVec_pos hv
  -- a sum over the rows of `X` of the quadratic form of `s`
  have e : gns s X X = ∑ i, star (star (X i)) ⬝ᵥ s *ᵥ star (X i) := by
    unfold gns
    rw [trace_mul_comm]
    simp [trace, Matrix.mul_apply, dotProduct, mulVec]
  rw [e]
  apply Finset.sum_pos'
  · intro i _
    by_cases h : star (X i) = 0
    · rw [h]
      simp
    · exact (hp _ h).le
  · obtain ⟨i, hi⟩ := Function.ne_iff.mp hX
    refine ⟨i, Finset.mem_univ i, hp _ ?_⟩
    intro h
    exact hi (star_eq_zero.mp h)
```

## The Dirichlet identity and stationarity

The identity holds for Hermitian $s$ and any real $r\ne0$; positivity plays no part yet. The hypotheses `a`, `b`, `d`, `e` are the four relations with those letters. After both sides are expanded into traces, `linear_combination` confirms that left minus right equals $\tfrac12(a)-\tfrac12(b)-\tfrac12(d)+\tfrac12(e)$, each relation read as its left side minus its right side.

```lean
/-- Dirichlet form of the paired dissipator `G`, for Hermitian `s` and `s L = r L s` with real `r ≠
0`: `⟨X, G Y⟩ₛ = -½ (⟨[L,X], [L,Y]⟩ₛ + r⁻¹ ⟨[L†,X], [L†,Y]⟩ₛ)`. -/
theorem dirichlet {s L : Matrix n n ℂ} {r : ℝ} (hs : s.IsHermitian) (hr : r ≠ 0)
    (hL : s * L = (r : ℂ) • (L * s)) (X Y : Matrix n n ℂ) :
    gns s X (pairGen r L Y) =
      -((1 / 2 : ℂ) * (gns s (comm L X) (comm L Y)
        + (r : ℂ)⁻¹ * gns s (comm Lᴴ X) (comm Lᴴ Y))) := by
  -- move `L` or `L†` once around the trace in four of the terms
  have a := trace_move hr hL (Xᴴ * Lᴴ * Y)
  have b := trace_move hr hL (Xᴴ * Y * Lᴴ)
  have d := trace_move_adj hs hr hL (Xᴴ * L * Y)
  have e := trace_move_adj hs hr hL (Xᴴ * Y * L)
  simp only [mul_assoc] at a b d e
  simp only [gns, pairGen, dissAdj, comm, conjTranspose_sub, conjTranspose_mul,
    conjTranspose_conjTranspose, mul_add, mul_sub, sub_mul, mul_smul_comm,
    mul_assoc, trace_add, trace_sub, trace_smul, smul_eq_mul]
  linear_combination (1 / 2 : ℂ) * a - (1 / 2 : ℂ) * b - (1 / 2 : ℂ) * d + (1 / 2 : ℂ) * e
```

Stationarity is the case $X=1$. It is stated in the Heisenberg picture, as the vanishing of the $s$-average of $G(Y)$, and for a single pair $L,L^\dagger$.

```lean
/-- Stationarity of `s`: if `s` is Hermitian and `s L = r L s` with real `r ≠ 0`, then the paired
dissipator `G` satisfies `Tr(s G(Y)) = 0` for every operator `Y`. -/
theorem stationary {s L : Matrix n n ℂ} {r : ℝ} (hs : s.IsHermitian) (hr : r ≠ 0)
    (hL : s * L = (r : ℂ) • (L * s)) (Y : Matrix n n ℂ) :
    trace (s * pairGen r L Y) = 0 := by
  have h := dirichlet hs hr hL 1 Y
  simpa [gns, comm] using h
```

## Self-adjointness, sign and null set

The theorem `detailed_balance` assumes `hs : s.PosDef`, `hr : 0 < r` and `hL`. Its three conclusions are the three parts of the claim: $\langle GX,Y\rangle_s=\langle X,GY\rangle_s$, then $\langle X,GX\rangle_s\le0$ in the complex order, then the equivalence of $\langle X,GX\rangle_s=0$ with `comm L X = 0 ∧ comm Lᴴ X = 0`. The relation $sL=rLs$ and the rate $1/r$ are assumed, not derived from a coupling to a bath. Quantum detailed balance is meant here as this self-adjointness of a purely dissipative generator of the given paired form. Generators with a Hamiltonian part, the converse question of which self-adjoint generators can be written in paired form, the semigroup $e^{tG}$ and infinite dimension are not addressed.

In the proof, `hnn` and `hz` restate `gns_pos` as nonnegativity and as vanishing only at zero. The first branch rewrites $\langle GX,Y\rangle_s$ as the conjugate of $\langle Y,GX\rangle_s$, inserts the Dirichlet identity `hD` on both sides and applies `gns_star` to each term; it uses only that $s$ is Hermitian and $r\neq0$. The second branch uses `hnn` and $r^{-1}>0$, recorded as `hc`; for positive definite $s$ a ratio $r\le0$ would force $L=0$, so the hypothesis $r>0$ excludes only that trivial case. The third splits a vanishing sum of nonnegative terms with `add_eq_zero_iff_of_nonneg`.

```lean
/-- Detailed balance: for positive definite `s` and `s L = r L s` with `r > 0`, the paired
dissipator `G` is self-adjoint for `Tr(s X† Y)`, and `⟨X, G X⟩ₛ` is real and nonpositive,
vanishing exactly when `X` commutes with `L` and `L†`. -/
theorem detailed_balance {s L : Matrix n n ℂ} {r : ℝ} (hs : s.PosDef) (hr : 0 < r)
    (hL : s * L = (r : ℂ) • (L * s)) :
    (∀ X Y, gns s (pairGen r L X) Y = gns s X (pairGen r L Y)) ∧
    (∀ X, gns s X (pairGen r L X) ≤ 0) ∧
    (∀ X, gns s X (pairGen r L X) = 0 ↔ comm L X = 0 ∧ comm Lᴴ X = 0) := by
  have hH : s.IsHermitian := hs.1
  have hD := dirichlet hH hr.ne' hL
  have hc : (0 : ℂ) < (r : ℂ)⁻¹ := by
    rw [← Complex.ofReal_inv]
    exact Complex.zero_lt_real.mpr (inv_pos.mpr hr)
  have h2 : (0 : ℂ) < 1 / 2 := by positivity
  have hnn : ∀ Z, 0 ≤ gns s Z Z := fun Z => by
    by_cases h : Z = 0
    · simp [h, gns]
    · exact (gns_pos hs h).le
  have hz : ∀ Z, gns s Z Z = 0 → Z = 0 := fun Z h => by
    by_contra hne
    exact (gns_pos hs hne).ne' h
  refine ⟨fun X Y => ?_, fun X => ?_, fun X => ?_⟩
  · -- the Dirichlet form is Hermitian
    have e1 : star (1 / 2 : ℂ) = 1 / 2 := by simp
    have e2 : star ((r : ℂ)⁻¹) = (r : ℂ)⁻¹ := by simp
    rw [← gns_star hH Y (pairGen r L X), hD Y X, hD X Y, star_neg, star_mul', star_add,
      star_mul', e1, e2, gns_star hH, gns_star hH]
  · rw [hD]
    exact neg_nonpos.mpr (mul_nonneg h2.le (add_nonneg (hnn _) (mul_nonneg hc.le (hnn _))))
  · rw [hD]
    constructor
    · intro h
      have h' := (mul_eq_zero.mp (neg_eq_zero.mp h)).resolve_left h2.ne'
      -- two nonnegative terms with zero sum
      obtain ⟨ha, hb⟩ :=
        (add_eq_zero_iff_of_nonneg (hnn _) (mul_nonneg hc.le (hnn _))).mp h'
      exact ⟨hz _ ha, hz _ ((mul_eq_zero.mp hb).resolve_left hc.ne')⟩
    · rintro ⟨ha, hb⟩
      simp [ha, hb, gns]
```

For a family, one $s$ serves all $k$. The equations `hl` and `hrt` distribute the form over the sum in either argument, and the three conclusions follow term by term, the last through `Finset.sum_eq_zero_iff_of_nonpos`. The form vanishes exactly on the matrices that commute with every $L_k$ and $L_k^\dagger$; for the empty family the generator is zero and every $X$ qualifies.

```lean
/-- For positive definite `s` and a finite family with `s Lₖ = rₖ Lₖ s` and `rₖ > 0`, the summed
generator is self-adjoint for `Tr(s X† Y)`, and its quadratic form is real and nonpositive,
vanishing exactly when `X` commutes with all `Lₖ` and `Lₖ†`. -/
theorem detailed_balance_family {ι : Type*} [Fintype ι] {s : Matrix n n ℂ}
    {L : ι → Matrix n n ℂ} {r : ι → ℝ} (hs : s.PosDef) (hr : ∀ k, 0 < r k)
    (hL : ∀ k, s * L k = (r k : ℂ) • (L k * s)) :
    (∀ X Y, gns s (familyGen r L X) Y = gns s X (familyGen r L Y)) ∧
    (∀ X, gns s X (familyGen r L X) ≤ 0) ∧
    (∀ X, gns s X (familyGen r L X) = 0 ↔ ∀ k, comm (L k) X = 0 ∧ comm (L k)ᴴ X = 0) := by
  have hk := fun k => detailed_balance hs (hr k) (hL k)
  have hl : ∀ X Y, gns s (familyGen r L X) Y = ∑ k, gns s (pairGen (r k) (L k) X) Y := by
    intro X Y
    simp only [gns, familyGen, conjTranspose_sum, Finset.mul_sum, Finset.sum_mul, trace_sum]
  have hrt : ∀ X Y, gns s X (familyGen r L Y) = ∑ k, gns s X (pairGen (r k) (L k) Y) := by
    intro X Y
    simp only [gns, familyGen, Finset.mul_sum, trace_sum]
  refine ⟨fun X Y => ?_, fun X => ?_, fun X => ?_⟩
  · rw [hl, hrt]
    exact Finset.sum_congr rfl fun k _ => (hk k).1 X Y
  · rw [hrt]
    exact Finset.sum_nonpos fun k _ => (hk k).2.1 X
  · rw [hrt, Finset.sum_eq_zero_iff_of_nonpos fun k _ => (hk k).2.1 X]
    exact ⟨fun h k => ((hk k).2.2 X).mp (h k (Finset.mem_univ k)),
      fun h k _ => ((hk k).2.2 X).mpr (h k)⟩
```

## The qubit again

The last theorem returns to the opening example, with indices $0,1$ from `Fin 2`. The matrix `!![0, 1; 0, 0]` has its single entry in row $0$, column $1$, so it is $|0\rangle\langle1|$, and the weight is the unnormalised $\operatorname{diag}(r,1)$. Positive definiteness reduces to the two diagonal entries, and $sL=rLs$ is checked on the four matrix elements. Every $r>0$ therefore occurs with a nonzero jump operator.

```lean
/-- For every `r > 0` the qubit weight `s = diag(r, 1)` is positive definite and the jump
operator `L = |0⟩⟨1|` satisfies `s L = r L s`. -/
theorem detailed_balance_witness {r : ℝ} (hr : 0 < r) :
    (diagonal ![(r : ℂ), 1]).PosDef ∧
    diagonal ![(r : ℂ), 1] * !![0, 1; 0, 0]
      = (r : ℂ) • (!![0, 1; 0, 0] * diagonal ![(r : ℂ), 1] : Matrix (Fin 2) (Fin 2) ℂ) := by
  constructor
  · rw [posDef_diagonal_iff]
    intro i
    fin_cases i
    · exact Complex.zero_lt_real.mpr hr
    · exact zero_lt_one' ℂ
  · ext i j
    rw [Matrix.smul_apply, diagonal_mul, mul_diagonal]
    fin_cases i <;> fin_cases j <;> simp

end

end QuantumDetailedBalance
```

```lean
#print axioms QuantumDetailedBalance.stationary
#print axioms QuantumDetailedBalance.detailed_balance
#print axioms QuantumDetailedBalance.detailed_balance_family
```

```
'QuantumDetailedBalance.stationary' depends on axioms: [propext, Classical.choice, Quot.sound]
'QuantumDetailedBalance.detailed_balance' depends on axioms: [propext, Classical.choice, Quot.sound]
'QuantumDetailedBalance.detailed_balance_family' depends on axioms: [propext, Classical.choice, Quot.sound]
```
